# The radial Wigner–Kirkwood sum for l → l+1 in a local potential with a discrete complete set

## Checking a set of dipole integrals

After computing the radial dipole integrals from a normalised orbital of channel l to the states of channel l+1, one can weight their squares by the excitation energies in hartree (negative for final states below the initial one), add them up and compare the total with l + 3/2, in atomic units. That value holds for one electron in a local potential shared by both channels, provided that the final states are discrete, normalised and complete. A deviation then points to missing states or numerical error.

In atomic units the radial Hamiltonian is

H_l f = −f''/2 + (l(l+1)/(2r²) + V) f.

Let u satisfy H_l u = E u on r > 0, and put w = r u, the function that the dipole operator produces. Let φ_n be the states of channel l+1, with energies ε_n, and let R_n = ∫ φ_n r u dr.

## What is stated

`upward_moment` says that

∫ w (H_{l+1} − E) w dr = (l + 3/2) ∫ u² dr,

if u² and r u u' are integrable and r u² → 0 at both ends. `downward_moment` gives the factor 1/2 − l for channel l−1. `upward_sum` says that

Σ_n (ε_n − E) R_n² = (l + 3/2) ∫ u² dr.

In Lean, `radialH` is H_l, `IsRadialState` combines twice differentiability with the radial equation, and `radialDipole (φ n) u` is R_n. The integrals run over `Ioi 0`, the open half-line. The number l is any real; physical channels have l = 0, 1, 2, …, so a channel l−1 exists only for l ≥ 1. `HasSum` means that the series converges to the stated value in any order.

In place of the integrability of r u u', `upward_sum` assumes that w and (H_{l+1} − E) w are square-integrable (`MemLp … 2`), that the Wronskians of φ_n and w vanish at both ends, and `ClosureRelation`. The last is Parseval's identity: the φ_n represent every square-integrable radial function. This suits a confining potential such as the oscillator. The bound states of hydrogen alone don't satisfy it, because the continuum is missing. Non-local exchange isn't covered either.

The Wigner–Kirkwood rule is usually quoted for oscillator strengths, which carry a further factor 2(l+1)/(3(2l+1)); the sum here is purely radial. In that factor the 2 is 2m/ħ² in atomic units, and (l+1)/(3(2l+1)) is the angular part, averaged over the initial magnetic quantum number. For channel l−1 the file proves the moment but no sum over states.

## From the radial equation to the sum

Differentiating w = r u twice gives w'' = 2u' + r u''. Hence

(H_{l+1} − E) w = −u' − r u''/2 + ((l+1)(l+2)/(2r²) + V − E) r u.

Subtract r times the radial equation for u. The potential cancels, and the centrifugal terms differ by (l+1)/r²:

(H_{l+1} − E) w = −u' + (l+1) u/r,

w (H_{l+1} − E) w = (l+1) u² − r u u'.

Since (r u²)' = u² + 2 r u u' and r u² vanishes at both ends,

∫ r u u' dr = −½ ∫ u² dr,

and the total factor is l + 1 + ½ = l + 3/2.

Replacing l by −l−1 leaves l(l+1) unchanged and turns the barrier of channel l+1 into that of channel l−1. The factor becomes 1/2 − l.

For the sum, the radial equation for φ_n and the definition of H_{l+1} w give

(φ_n w' − φ_n' w)' = 2[(ε_n − E) φ_n w − φ_n (H_{l+1} − E) w].

Integrating, with vanishing Wronskian at both ends, yields

∫ φ_n (H_{l+1} − E) w dr = (ε_n − E) R_n.

Closure applied to w and (H_{l+1} − E) w now gives

∫ w (H_{l+1} − E) w dr = Σ_n R_n · (ε_n − E) R_n,

and the left side is the upward moment.

## The Lean file

```lean
import Mathlib

open MeasureTheory Set Filter Topology

namespace WignerKirkwood

noncomputable section

/-- The radial Hamiltonian `-f''/2 + (l(l+1)/(2r²) + V) f` in atomic units, on `r > 0`. -/
def radialH (V : ℝ → ℝ) (l : ℝ) (f : ℝ → ℝ) (r : ℝ) : ℝ :=
  -(deriv (deriv f) r) / 2 + (l * (l + 1) / (2 * r ^ 2) + V r) * f r

/-- The function is twice differentiable on the half-line `r > 0`. -/
def TwiceDiff (f : ℝ → ℝ) : Prop :=
  ∀ r > 0, DifferentiableAt ℝ f r ∧ DifferentiableAt ℝ (deriv f) r

/-- `u` solves the radial Schrödinger equation of channel `l` at energy `E` on `r > 0`. -/
structure IsRadialState (V : ℝ → ℝ) (l E : ℝ) (u : ℝ → ℝ) : Prop where
  smooth : TwiceDiff u
  eqn : ∀ r > 0, radialH V l u r = E * u r

/-- The radial dipole integral `∫ φ r u dr` over the half-line. -/
def radialDipole (φ u : ℝ → ℝ) : ℝ := ∫ r in Ioi (0 : ℝ), φ r * (r * u r)

/-- The square-integrable radial functions `φ n` obey the closure relation: the overlap of any two
square-integrable functions is the sum of the products of their components. -/
structure ClosureRelation {ι : Type*} (φ : ι → ℝ → ℝ) : Prop where
  memLp : ∀ n, MemLp (φ n) 2 (volume.restrict (Ioi (0 : ℝ)))
  parseval : ∀ f g : ℝ → ℝ, MemLp f 2 (volume.restrict (Ioi (0 : ℝ))) →
    MemLp g 2 (volume.restrict (Ioi (0 : ℝ))) →
    HasSum (fun n => (∫ r in Ioi (0 : ℝ), φ n r * f r) * ∫ r in Ioi (0 : ℝ), φ n r * g r)
      (∫ r in Ioi (0 : ℝ), f r * g r)

variable {V u : ℝ → ℝ} {l E : ℝ}

/-- For twice differentiable `u`, the second derivative of `r u` is `2u' + r u''` on `r > 0`. -/
theorem hasDerivAt_deriv_mul (hu : TwiceDiff u) {r : ℝ} (hr : 0 < r) :
    HasDerivAt (deriv fun x => x * u x) (2 * deriv u r + r * deriv (deriv u) r) r := by
  have e : (deriv fun x => x * u x) =ᶠ[𝓝 r] fun x => u x + x * deriv u x := by
    filter_upwards [Ioi_mem_nhds hr] with x hx
    have h := (hasDerivAt_id' x).fun_mul (hu x hx).1.hasDerivAt
    rw [h.deriv, one_mul]
  have h := (hu r hr).1.hasDerivAt.fun_add
    ((hasDerivAt_id' r).fun_mul (hu r hr).2.hasDerivAt)
  exact (h.congr_of_eventuallyEq e).congr_deriv (by ring)

/-- For a radial state `u` of channel `l` and `w = r u`, the density `w (H - E) w` in channel
`l + 1` equals `(l+1) u² - r u u'` on `r > 0`. -/
theorem raised_density (hu : IsRadialState V l E u) {r : ℝ} (hr : 0 < r) :
    (r * u r) * (radialH V (l + 1) (fun x => x * u x) r - E * (r * u r))
      = (l + 1) * u r ^ 2 - r * u r * deriv u r := by
  have e := hu.eqn r hr
  have hs : r * r⁻¹ = 1 := mul_inv_cancel₀ hr.ne'
  unfold radialH at e ⊢
  rw [(hasDerivAt_deriv_mul hu.smooth hr).deriv]
  -- the potential cancels; the `u'` term and the change of the centrifugal barrier survive
  linear_combination r ^ 2 * u r * e + (l + 1) * u r ^ 2 * (r * r⁻¹ + 1) * hs

/-- The integral over `r > 0` of an integrable derivative vanishes if the function tends to zero
at both ends. -/
theorem integral_deriv_eq_zero {f f' : ℝ → ℝ} (hd : ∀ r > 0, HasDerivAt f (f' r) r)
    (hi : IntegrableOn f' (Ioi 0)) (h0 : Tendsto f (𝓝[>] 0) (𝓝 0))
    (hinf : Tendsto f atTop (𝓝 0)) : ∫ r in Ioi (0 : ℝ), f' r = 0 := by
  -- give the function its limiting value at the origin
  have hc : ContinuousWithinAt (Function.update f 0 0) (Ici 0) 0 := by
    have hset : Ici (0 : ℝ) \ {0} = Ioi 0 := by
      ext x
      constructor
      · intro h
        exact mem_Ioi.mpr (lt_of_le_of_ne (mem_Ici.mp h.1) (fun e => h.2 e.symm))
      · intro h
        exact ⟨mem_Ici.mpr (mem_Ioi.mp h).le, fun e => (mem_Ioi.mp h).ne' e⟩
    rw [continuousWithinAt_update_same, hset]
    exact h0
  have hd' : ∀ r ∈ Ioi (0 : ℝ), HasDerivAt (Function.update f 0 0) (f' r) r := by
    intro r hr
    refine (hd r hr).congr_of_eventuallyEq ?_
    filter_upwards [Ioi_mem_nhds hr] with x hx
    exact Function.update_of_ne (mem_Ioi.mp hx).ne' _ _
  have hl : Tendsto (Function.update f 0 0) atTop (𝓝 0) := by
    refine hinf.congr' ?_
    filter_upwards [eventually_gt_atTop 0] with x hx
    exact (Function.update_of_ne hx.ne' _ _).symm
  rw [integral_Ioi_of_hasDerivAt_of_tendsto hc hd' hi hl]
  simp

/-- Upward moment: for a radial state `u` of channel `l` with `u²` and `r u u'` integrable and
`r u² → 0` at both ends, `w = r u` has `∫ w (H - E) w = (l + 3/2) ∫ u²` in channel `l + 1`. -/
theorem upward_moment (hu : IsRadialState V l E u)
    (h2 : IntegrableOn (fun r => u r ^ 2) (Ioi 0))
    (hx : IntegrableOn (fun r => r * u r * deriv u r) (Ioi 0))
    (h0 : Tendsto (fun r => r * u r ^ 2) (𝓝[>] 0) (𝓝 0))
    (hinf : Tendsto (fun r => r * u r ^ 2) atTop (𝓝 0)) :
    ∫ r in Ioi (0 : ℝ), (r * u r) * (radialH V (l + 1) (fun x => x * u x) r - E * (r * u r))
      = (l + 3 / 2) * ∫ r in Ioi (0 : ℝ), u r ^ 2 := by
  have hd : ∀ r > 0, HasDerivAt (fun r => r * u r ^ 2)
      (u r ^ 2 + 2 * (r * u r * deriv u r)) r := by
    intro r hr
    have d := (hu.smooth r hr).1.hasDerivAt
    have h := (hasDerivAt_id' r).fun_mul (d.fun_mul d)
    refine (h.congr_deriv (by ring)).congr_of_eventuallyEq (Eventually.of_forall fun x => ?_)
    show x * u x ^ 2 = x * (u x * u x)
    ring
  have hb : Integrable (fun r => 2 * (r * u r * deriv u r)) (volume.restrict (Ioi 0)) :=
    Integrable.const_mul hx 2
  have ha : Integrable (fun r => (l + 1) * u r ^ 2) (volume.restrict (Ioi 0)) :=
    Integrable.const_mul h2 (l + 1)
  -- integration by parts: `∫ r u u' = -½ ∫ u²`
  have h := integral_deriv_eq_zero hd (Integrable.add h2 hb) h0 hinf
  rw [integral_add h2 hb, integral_const_mul] at h
  rw [setIntegral_congr_fun measurableSet_Ioi (fun r hr => raised_density hu hr),
    integral_sub ha hx, integral_const_mul]
  linarith

/-- Downward moment: for a radial state `u` of channel `l` with `u²` and `r u u'` integrable and
`r u² → 0` at both ends, `w = r u` has `∫ w (H - E) w = (1/2 - l) ∫ u²` in channel `l - 1`. -/
theorem downward_moment (hu : IsRadialState V l E u)
    (h2 : IntegrableOn (fun r => u r ^ 2) (Ioi 0))
    (hx : IntegrableOn (fun r => r * u r * deriv u r) (Ioi 0))
    (h0 : Tendsto (fun r => r * u r ^ 2) (𝓝[>] 0) (𝓝 0))
    (hinf : Tendsto (fun r => r * u r ^ 2) atTop (𝓝 0)) :
    ∫ r in Ioi (0 : ℝ), (r * u r) * (radialH V (l - 1) (fun x => x * u x) r - E * (r * u r))
      = (1 / 2 - l) * ∫ r in Ioi (0 : ℝ), u r ^ 2 := by
  -- the barrier `l(l+1)` is unchanged under `l → -l-1`
  have key : ∀ (a b : ℝ) (f : ℝ → ℝ) (r : ℝ), a * (a + 1) = b * (b + 1) →
      radialH V a f r = radialH V b f r := by
    intro a b f r h
    unfold radialH
    rw [h]
  have hu' : IsRadialState V (-(l + 1)) E u :=
    ⟨hu.smooth, fun r hr => (key _ l u r (by ring)).trans (hu.eqn r hr)⟩
  have h := upward_moment hu' h2 hx h0 hinf
  have e : ∀ r, radialH V (-(l + 1) + 1) (fun x => x * u x) r
      = radialH V (l - 1) (fun x => x * u x) r := fun r => key _ _ _ r (by ring)
  simp only [e] at h
  rw [h]
  ring

/-- Green's identity: if `φ` is a radial state of energy `ε`, `w` is twice differentiable, both
integrands are integrable and the Wronskian vanishes at both ends, then
`∫ φ (H - E) w = (ε - E) ∫ φ w`. -/
theorem green_identity {φ w : ℝ → ℝ} {ε : ℝ} (hφ : IsRadialState V l ε φ) (hw : TwiceDiff w)
    (h1 : IntegrableOn (fun r => φ r * w r) (Ioi 0))
    (h2 : IntegrableOn (fun r => φ r * (radialH V l w r - E * w r)) (Ioi 0))
    (h0 : Tendsto (fun r => φ r * deriv w r - deriv φ r * w r) (𝓝[>] 0) (𝓝 0))
    (hinf : Tendsto (fun r => φ r * deriv w r - deriv φ r * w r) atTop (𝓝 0)) :
    ∫ r in Ioi (0 : ℝ), φ r * (radialH V l w r - E * w r)
      = (ε - E) * ∫ r in Ioi (0 : ℝ), φ r * w r := by
  have hd : ∀ r > 0, HasDerivAt (fun r => φ r * deriv w r - deriv φ r * w r)
      (2 * ((ε - E) * (φ r * w r) - φ r * (radialH V l w r - E * w r))) r := by
    intro r hr
    have e := hφ.eqn r hr
    have h := ((hφ.smooth r hr).1.hasDerivAt.fun_mul (hw r hr).2.hasDerivAt).fun_sub
      ((hφ.smooth r hr).2.hasDerivAt.fun_mul (hw r hr).1.hasDerivAt)
    refine h.congr_deriv ?_
    unfold radialH at e ⊢
    linear_combination 2 * w r * e
  have ha : Integrable (fun r => (ε - E) * (φ r * w r)) (volume.restrict (Ioi 0)) :=
    Integrable.const_mul h1 (ε - E)
  have h := integral_deriv_eq_zero hd (Integrable.const_mul (Integrable.sub ha h2) 2) h0 hinf
  rw [integral_const_mul, integral_sub ha h2, integral_const_mul] at h
  linarith

/-- Upward sum over states: let `u` be a radial state of channel `l` with `u²` integrable, `r u` and
`(H - E)(r u)` square-integrable, where `H` is that of channel `l + 1`, and `r u² → 0` at both ends.
If the states `φ n` of channel `l + 1` obey closure and their Wronskians with `r u` vanish at both
ends, the squared dipole integrals weighted by `ε n - E` sum to `(l + 3/2) ∫ u²`. -/
theorem upward_sum {ι : Type*} {φ : ι → ℝ → ℝ} {ε : ι → ℝ} (hu : IsRadialState V l E u)
    (h2 : IntegrableOn (fun r => u r ^ 2) (Ioi 0))
    (hw : MemLp (fun r => r * u r) 2 (volume.restrict (Ioi 0)))
    (hg : MemLp (fun r => radialH V (l + 1) (fun x => x * u x) r - E * (r * u r)) 2
      (volume.restrict (Ioi 0)))
    (h0 : Tendsto (fun r => r * u r ^ 2) (𝓝[>] 0) (𝓝 0))
    (hinf : Tendsto (fun r => r * u r ^ 2) atTop (𝓝 0))
    (hφ : ∀ n, IsRadialState V (l + 1) (ε n) (φ n)) (hc : ClosureRelation φ)
    (hW : ∀ n, ∀ F ∈ ({𝓝[>] 0, atTop} : Set (Filter ℝ)), Tendsto (fun r =>
      φ n r * deriv (fun x => x * u x) r - deriv (φ n) r * (r * u r)) F (𝓝 0)) :
    HasSum (fun n => (ε n - E) * radialDipole (φ n) u ^ 2)
      ((l + 3 / 2) * ∫ r in Ioi (0 : ℝ), u r ^ 2) := by
  have hx : IntegrableOn (fun r => r * u r * deriv u r) (Ioi 0) := by
    have h : IntegrableOn (fun r => (l + 1) * u r ^ 2 - (r * u r) *
        (radialH V (l + 1) (fun x => x * u x) r - E * (r * u r))) (Ioi 0) :=
      Integrable.sub (Integrable.const_mul h2 (l + 1)) (hw.integrable_mul hg)
    refine h.congr_fun (fun r hr => ?_) measurableSet_Ioi
    dsimp only
    rw [raised_density hu hr]
    ring
  have hs : TwiceDiff fun x => x * u x := fun r hr =>
    ⟨((hasDerivAt_id' r).fun_mul (hu.smooth r hr).1.hasDerivAt).differentiableAt,
      (hasDerivAt_deriv_mul hu.smooth hr).differentiableAt⟩
  -- each component of `(H - E) w` is the excitation energy times that of `w`
  have hF : (fun n => (ε n - E) * radialDipole (φ n) u ^ 2) = fun n =>
      (∫ r in Ioi (0 : ℝ), φ n r * (r * u r)) * ∫ r in Ioi (0 : ℝ),
        φ n r * (radialH V (l + 1) (fun x => x * u x) r - E * (r * u r)) := by
    funext n
    rw [green_identity (hφ n) hs ((hc.memLp n).integrable_mul hw)
      ((hc.memLp n).integrable_mul hg) (hW n _ (by simp)) (hW n _ (by simp))]
    unfold radialDipole
    ring
  rw [hF, ← upward_moment hu h2 hx h0 hinf]
  exact hc.parseval _ _ hw hg

end

end WignerKirkwood
```

```lean
#print axioms WignerKirkwood.downward_moment
#print axioms WignerKirkwood.upward_sum
```

```
'WignerKirkwood.downward_moment' depends on axioms: [propext, Classical.choice, Quot.sound]
'WignerKirkwood.upward_sum' depends on axioms: [propext, Classical.choice, Quot.sound]
```

## The derivation in Lean

`hasDerivAt_deriv_mul` computes w''. In `raised_density`, `linear_combination` multiplies the radial equation by r² u, which cancels u'', V and E and leaves the u' term and the barrier difference.

`integral_deriv_eq_zero` is the fundamental theorem of calculus on the half-line. As the value of f at r = 0 need not be its limit, the proof first replaces it by the limit. `upward_moment` applies this lemma to r u², and `green_identity` applies it to the Wronskian. In `downward_moment`, `key` records that equal values of l(l+1) give equal Hamiltonians.

`upward_sum` doesn't assume that r u u' is integrable. It obtains this from `raised_density`, because the product of two square-integrable functions is integrable. It then rewrites each term with `green_identity`, the total with `upward_moment`, and closes with `hc.parseval`.
